# The energy of a fixed neutral slab charge with dipole m in a periodic cell of length L lies 2πm²/L below its isolated value

Let $\rho$ be a continuous charge density on the line, in Gaussian units, that vanishes outside the slab $[0,d]$ with $d>0$ and has zero total charge, and let $m=\int_0^d x\,\rho(x)\,dx$ be its dipole moment per unit area. For a cell of length $L>d$, let $\varphi$ be an $L$-periodic potential with $\varphi''=-4\pi\rho$ on $[0,L]$, let $\psi$ be a potential that solves the same equation on the whole line and is flat outside the slab, and let the energy of $\rho$ in either potential be half the integral of $\rho$ times that potential over $[0,L]$.

```lean
import Mathlib

open Real Set MeasureTheory

namespace SlabDipoleEnergy

noncomputable section

/-- A continuous charge density `ρ` that vanishes outside the slab `[0, d]`, `d > 0`, and has
zero total charge. -/
structure NeutralSlab (ρ : ℝ → ℝ) (d : ℝ) : Prop where
  pos : 0 < d
  cont : Continuous ρ
  vanish : ∀ x, x ∉ Icc 0 d → ρ x = 0
  neutral : ∫ x in (0 : ℝ)..d, ρ x = 0

/-- The dipole moment of the charge in the slab `[0, d]`, per unit area. -/
def dipole (ρ : ℝ → ℝ) (d : ℝ) : ℝ := ∫ x in (0 : ℝ)..d, x * ρ x

/-- An `L`-periodic potential that solves the Poisson equation `φ'' = -4πρ` on the cell
`[0, L]`. -/
structure PeriodicPotential (ρ : ℝ → ℝ) (L : ℝ) (φ : ℝ → ℝ) : Prop where
  periodic : Function.Periodic φ L
  diff : Differentiable ℝ φ
  poisson : ∀ x ∈ Icc 0 L, HasDerivAt (deriv φ) (-4 * π * ρ x) x

/-- A potential that solves `ψ'' = -4πρ` on the whole line and is flat outside the slab
`[0, d]`. -/
structure IsolatedPotential (ρ : ℝ → ℝ) (d : ℝ) (ψ : ℝ → ℝ) : Prop where
  diff : Differentiable ℝ ψ
  poisson : ∀ x, HasDerivAt (deriv ψ) (-4 * π * ρ x) x
  flat : ∀ x, x ∉ Icc 0 d → deriv ψ x = 0

/-- The electrostatic energy `(1/2) ∫ ρ φ` over the interval `[0, L]`, per unit area. -/
def energy (ρ φ : ℝ → ℝ) (L : ℝ) : ℝ := (1 / 2) * ∫ x in (0 : ℝ)..L, ρ x * φ x

variable {ρ φ ψ : ℝ → ℝ} {d L : ℝ}

/-- The integral of a continuous function that vanishes beyond `d` is the same over `[0, L]` as
over `[0, d]` when `d ≤ L`. -/
theorem integral_cell {f : ℝ → ℝ} (hf : Continuous f) (h0 : ∀ x, d < x → f x = 0)
    (hL : d ≤ L) : ∫ x in (0 : ℝ)..L, f x = ∫ x in (0 : ℝ)..d, f x := by
  have hz : ∫ x in d..L, f x = 0 :=
    intervalIntegral.integral_zero_ae (Filter.Eventually.of_forall fun x hx => by
      rw [uIoc_of_le hL] at hx
      exact h0 x hx.1)
  rw [← intervalIntegral.integral_add_adjacent_intervals (hf.intervalIntegrable 0 d)
    (hf.intervalIntegrable d L), hz, add_zero]


/-- For a neutral slab in `[0, d]` and a cell `[0, L]` with `L > d`, the total charge in the cell is
zero, and the dipole moment of the charge in the cell is that of the slab. -/
theorem cell_moments (hρ : NeutralSlab ρ d) (hL : d < L) :
    ∫ x in (0 : ℝ)..L, ρ x = 0 ∧ ∫ x in (0 : ℝ)..L, x * ρ x = dipole ρ d := by
  have hr : ∀ x, d < x → ρ x = 0 :=
    fun x hx => hρ.vanish x fun h => absurd h.2 (not_le.mpr hx)
  have hc := hρ.cont
  exact ⟨(integral_cell hc hr hL.le).trans hρ.neutral,
    integral_cell (f := fun x => x * ρ x) (by fun_prop) (fun x hx => by simp [hr x hx]) hL.le⟩

/-- In a cell longer than the slab, every periodic potential of a neutral slab with dipole `m`
has slope `-4πm/L` throughout the vacuum `[d, L]`. -/
theorem vacuum_slope (hρ : NeutralSlab ρ d) (hL : d < L) (hφ : PeriodicPotential ρ L φ)
    {x : ℝ} (hx : x ∈ Icc d L) : deriv φ x = -4 * π * dipole ρ d / L := by
  have hLpos : 0 < L := hρ.pos.trans hL
  have hc := hρ.cont
  -- integrate (y φ' - φ)' = -4π y ρ over the cell
  have hF : ∫ y in (0 : ℝ)..L, (-4 * π) * (y * ρ y)
      = (L * deriv φ L - φ L) - (0 * deriv φ 0 - φ 0) := by
    refine intervalIntegral.integral_eq_sub_of_hasDerivAt
      (f := fun y => y * deriv φ y - φ y) (fun y hy => ?_)
      (Continuous.intervalIntegrable (by fun_prop) _ _)
    rw [uIcc_of_le hLpos.le] at hy
    exact (((hasDerivAt_id' y).fun_mul (hφ.poisson y hy)).fun_sub
      (hφ.diff y).hasDerivAt).congr_deriv (by ring)
  rw [intervalIntegral.integral_const_mul, (cell_moments hρ hL).2] at hF
  have hp : φ L = φ 0 := by simpa using hφ.periodic 0
  -- no charge between x and L, so the slope does not change there
  have hE : ∫ y in x..L, -4 * π * ρ y = deriv φ L - deriv φ x := by
    refine intervalIntegral.integral_eq_sub_of_hasDerivAt (fun y hy => ?_)
      (Continuous.intervalIntegrable (by fun_prop) _ _)
    rw [uIcc_of_le hx.2] at hy
    exact hφ.poisson y ⟨hρ.pos.le.trans (hx.1.trans hy.1), hy.2⟩
  have hz : ∫ y in x..L, -4 * π * ρ y = 0 :=
    intervalIntegral.integral_zero_ae (Filter.Eventually.of_forall fun y hy => by
      rw [uIoc_of_le hx.2] at hy
      rw [hρ.vanish y fun h => absurd h.2 (not_le.mpr (hx.1.trans_lt hy.1)), mul_zero])
  rw [hz] at hE
  rw [eq_div_iff hLpos.ne']
  linear_combination (-1) * hF + L * hE + hp

/-- For a neutral slab with dipole `m`, on a cell `[0, L]` longer than the slab, every periodic
potential is any isolated one plus a linear ramp of slope `-4πm/L` and a constant. -/
theorem periodic_eq_isolated_add_ramp (hρ : NeutralSlab ρ d) (hL : d < L)
    (hφ : PeriodicPotential ρ L φ) (hψ : IsolatedPotential ρ d ψ) {x : ℝ} (hx : x ∈ Icc 0 L) :
    φ x = ψ x - 4 * π * dipole ρ d / L * x + (φ 0 - ψ 0) := by
  have hs := vacuum_slope hρ hL hφ (x := L) ⟨hL.le, le_rfl⟩
  have h0 : deriv ψ L = 0 := hψ.flat L fun h => absurd h.2 (not_le.mpr hL)
  -- the two slopes differ by a constant
  have hd : ∀ y ∈ Icc 0 L, deriv φ y - deriv ψ y = -4 * π * dipole ρ d / L := by
    intro y hy
    have h : ∫ _ in y..L, (0 : ℝ) = (deriv φ L - deriv ψ L) - (deriv φ y - deriv ψ y) := by
      refine intervalIntegral.integral_eq_sub_of_hasDerivAt
        (f := fun z => deriv φ z - deriv ψ z) (fun z hz => ?_)
        (continuous_const.intervalIntegrable _ _)
      rw [uIcc_of_le hy.2] at hz
      exact ((hφ.poisson z ⟨hy.1.trans hz.1, hz.2⟩).fun_sub (hψ.poisson z)).congr_deriv
        (by ring)
    rw [intervalIntegral.integral_zero] at h
    linarith
  have h : ∫ _ in (0 : ℝ)..x, (0 : ℝ) = (φ x - ψ x + 4 * π * dipole ρ d / L * x)
      - (φ 0 - ψ 0 + 4 * π * dipole ρ d / L * 0) := by
    refine intervalIntegral.integral_eq_sub_of_hasDerivAt
      (f := fun y => φ y - ψ y + 4 * π * dipole ρ d / L * y) (fun y hy => ?_)
      (continuous_const.intervalIntegrable _ _)
    rw [uIcc_of_le hx.1] at hy
    exact (((hφ.diff y).hasDerivAt.fun_sub (hψ.diff y).hasDerivAt).fun_add
      ((hasDerivAt_id' y).const_mul (4 * π * dipole ρ d / L))).congr_deriv
      (by linear_combination hd y ⟨hy.1, hy.2.trans hx.2⟩)
  rw [intervalIntegral.integral_zero] at h
  linear_combination (-1) * h

/-- For a neutral slab with dipole `m` in a cell longer than the slab, the periodic energy is the
isolated energy minus exactly `2πm²/L`. -/
theorem energy_shift (hρ : NeutralSlab ρ d) (hL : d < L)
    (hφ : PeriodicPotential ρ L φ) (hψ : IsolatedPotential ρ d ψ) :
    energy ρ φ L = energy ρ ψ L - 2 * π * dipole ρ d ^ 2 / L := by
  have hc := hρ.cont
  have hψc : Continuous ψ := hψ.diff.continuous
  have hint : ∫ x in (0 : ℝ)..L, ρ x * φ x = ∫ x in (0 : ℝ)..L,
      (ρ x * ψ x - 4 * π * dipole ρ d / L * (x * ρ x) + (φ 0 - ψ 0) * ρ x) := by
    refine intervalIntegral.integral_congr fun x hx => ?_
    rw [uIcc_of_le (hρ.pos.trans hL).le] at hx

    linear_combination ρ x * periodic_eq_isolated_add_ramp hρ hL hφ hψ hx
  have i1 : IntervalIntegrable (fun x => ρ x * ψ x) volume 0 L :=
    Continuous.intervalIntegrable (by fun_prop) _ _
  have i2 : IntervalIntegrable (fun x => 4 * π * dipole ρ d / L * (x * ρ x)) volume 0 L :=
    Continuous.intervalIntegrable (by fun_prop) _ _
  have i12 : IntervalIntegrable
      (fun x => ρ x * ψ x - 4 * π * dipole ρ d / L * (x * ρ x)) volume 0 L :=
    Continuous.intervalIntegrable (by fun_prop) _ _
  have i3 : IntervalIntegrable (fun x => (φ 0 - ψ 0) * ρ x) volume 0 L :=
    Continuous.intervalIntegrable (by fun_prop) _ _
  -- the constant meets zero charge, the ramp meets the dipole
  unfold energy
  rw [hint, intervalIntegral.integral_add i12 i3, intervalIntegral.integral_sub i1 i2,
    intervalIntegral.integral_const_mul, intervalIntegral.integral_const_mul,
    (cell_moments hρ hL).1, (cell_moments hρ hL).2]
  ring


/-- Periodic energies of a neutral slab in two cells of different lengths, both longer than the
slab, give the isolated energy exactly as `(L₂E₂ - L₁E₁)/(L₂ - L₁)`. -/
theorem two_cell_extrapolation {φ₁ φ₂ : ℝ → ℝ} {L₁ L₂ : ℝ} (hρ : NeutralSlab ρ d)
    (h₁ : d < L₁) (h₂ : d < L₂) (hne : L₁ ≠ L₂) (hφ₁ : PeriodicPotential ρ L₁ φ₁)
    (hφ₂ : PeriodicPotential ρ L₂ φ₂) (hψ : IsolatedPotential ρ d ψ) :
    (L₂ * energy ρ φ₂ L₂ - L₁ * energy ρ φ₁ L₁) / (L₂ - L₁) = energy ρ ψ d := by
  -- the isolated energy does not depend on the cell
  have e : ∀ L, d < L → energy ρ ψ L = energy ρ ψ d := fun L hL => by
    have h : ∫ x in (0 : ℝ)..L, ρ x * ψ x = ∫ x in (0 : ℝ)..d, ρ x * ψ x :=
      integral_cell (f := fun x => ρ x * ψ x) (hρ.cont.mul hψ.diff.continuous) (fun x hx => by
        simp [hρ.vanish x fun h => absurd h.2 (not_le.mpr hx)]) hL.le
    unfold energy
    rw [h]
  have p₁ : L₁ ≠ 0 := (hρ.pos.trans h₁).ne'
  have p₂ : L₂ ≠ 0 := (hρ.pos.trans h₂).ne'
  have a₁ : L₁ * (2 * π * dipole ρ d ^ 2 / L₁) = 2 * π * dipole ρ d ^ 2 := by field_simp
  have a₂ : L₂ * (2 * π * dipole ρ d ^ 2 / L₂) = 2 * π * dipole ρ d ^ 2 := by field_simp
  rw [energy_shift hρ h₁ hφ₁ hψ, energy_shift hρ h₂ hφ₂ hψ, e L₁ h₁, e L₂ h₂,
    div_eq_iff (sub_ne_zero.2 hne.symm)]
  linear_combination a₁ - a₂

end

end SlabDipoleEnergy
```

```lean
#print axioms SlabDipoleEnergy.periodic_eq_isolated_add_ramp
-- 'SlabDipoleEnergy.periodic_eq_isolated_add_ramp' depends on axioms: [propext, Classical.choice, Quot.sound]
#print axioms SlabDipoleEnergy.two_cell_extrapolation
-- 'SlabDipoleEnergy.two_cell_extrapolation' depends on axioms: [propext, Classical.choice, Quot.sound]
```

## Periodic and isolated potentials as Lean structures

The coordinate $x$ runs along the surface normal, and everything is uniform in the two lateral directions. Charges and energies are therefore counted per unit area.

`NeutralSlab ρ d` collects the assumptions on the charge: positive thickness, continuity, no charge outside `Icc 0 d`, and zero total charge. The number `dipole ρ d` is $m$. Its value does not depend on the origin, because the slab is neutral.

`PeriodicPotential ρ L φ` says that $\varphi$ has period $L$, is differentiable, and satisfies the Poisson equation at every point of the cell $[0,L]$. The equation is imposed on one cell only because `ρ` describes a single slab. Periodicity carries it to the other cells, so $\varphi$ solves the Poisson equation for the slab together with all its images. It also forces the electric field to average to zero over a cell.

`IsolatedPotential ρ d ψ` imposes the equation on the whole line, together with $\psi'=0$ outside the slab. This last condition stands for the absence of an external field. Without it, any linear function could be added to $\psi$.

Finally, `energy ρ φ L` is $\tfrac12\int_0^L\rho\,\varphi\,dx$. Both potentials are fixed only up to an additive constant, which neutrality removes from the energy.

With these definitions, the main statements read as follows.

- `vacuum_slope`: $\varphi'(x)=-4\pi m/L$ for every $x\in[d,L]$, the vacuum part of the cell.
- `periodic_eq_isolated_add_ramp`: $\varphi(x)=\psi(x)-\dfrac{4\pi m}{L}x+\varphi(0)-\psi(0)$ for every $x\in[0,L]$.
- `energy_shift`: the energy in $\varphi$ equals the energy in $\psi$ minus $2\pi m^2/L$.
- `two_cell_extrapolation`: if $E_1$ and $E_2$ are the periodic energies in cells of different lengths $L_1,L_2>d$, then $(L_2E_2-L_1E_1)/(L_2-L_1)$ is the isolated energy.

The theorems take $\varphi$ and $\psi$ as given and do not construct them. Both are easy to write down. The function
$$\psi(x)=-4\pi\int_0^x (x-t)\,\rho(t)\,dt$$
has slope $-4\pi\int_0^x\rho$, which vanishes on both sides of the slab by neutrality. Subtracting $4\pi m x/L$ from it on $[0,L]$ and repeating the result periodically gives a suitable $\varphi$.

## The spurious field in the vacuum

A slab with $m>0$ raises the potential from its left side to its right side. A periodic potential has to return to its starting value at the end of the cell, so it must fall again across the vacuum. The ramp that achieves this runs through the whole cell, slab included, and corresponds to a uniform electric field $4\pi m/L$ along the dipole. The energy of the dipole in this field is $-\tfrac12 m\cdot 4\pi m/L=-2\pi m^2/L$. The factor $\tfrac12$ appears because the field is not applied from outside at a fixed strength but is proportional to $m$ itself. The images are not its source, since a neutral slab that is uniform in the lateral directions has no field outside itself. The field comes from the periodicity condition, which makes the average field over a cell vanish.

In periodic electronic-structure calculations for polar slabs, this is the energy that a dipole correction has to restore, in a model where the charge is fixed and varies only along the normal. A self-consistent density would respond to the spurious field, and its dipole would then depend on $L$. The extrapolation from two cells likewise relies on the same $\rho$ in both. Continuity of $\rho$ leaves out sheets of point nuclei, which must be smeared to fit the model. Real electron densities also have tails in the vacuum, which the model neglects beyond the edges of the slab.

## From the Poisson equation to the slope

The first step moves the moments from the slab to the cell. Since $\rho$ vanishes beyond $d$,
$$\int_0^L\rho\,dx=0,\qquad \int_0^L x\,\rho\,dx=m .$$
The lemma `integral_cell` proves the general fact for a continuous function that is zero beyond $d$, by splitting the integral at $d$. Then `cell_moments` applies it to $\rho$ and to $x\rho$.

For the slope, differentiate $y\varphi'(y)-\varphi(y)$. The two terms in $\varphi'$ cancel, and
$$\bigl(y\varphi'-\varphi\bigr)'=y\varphi''=-4\pi y\rho .$$
Integration over the cell gives
$$-4\pi m=L\varphi'(L)-\varphi(L)+\varphi(0)=L\varphi'(L),$$
where the last equality uses $\varphi(L)=\varphi(0)$. Hence $\varphi'(L)=-4\pi m/L$. For any other $x\in[d,L]$,
$$\varphi'(L)-\varphi'(x)=-4\pi\int_x^L\rho\,dy=0,$$
so the slope is the same throughout the vacuum.

In the proof of `vacuum_slope`, `hF` is the integrated identity, `hp` is the periodicity condition, and `hE` with `hz` says that the slope does not change between $x$ and $L$. Both integrations use `intervalIntegral.integral_eq_sub_of_hasDerivAt`, the fundamental theorem of calculus. The final `linear_combination` combines the three equations.

## The linear ramp and its energy

On the cell, $\varphi$ and $\psi$ have the same second derivative, so $\varphi'-\psi'$ is constant there. At $x=L$, outside the slab, $\psi'(L)=0$. The constant is therefore $\varphi'(L)=-4\pi m/L$. It follows that
$$\varphi(x)-\psi(x)+\frac{4\pi m}{L}x$$
has zero derivative on $[0,L]$ and keeps its value at the origin, $\varphi(0)-\psi(0)$. This is the ramp formula.

The proof of `periodic_eq_isolated_add_ramp` takes these two steps in the same order. The statement `hd` establishes the constant difference of slopes by integrating zero from $y$ to $L$. A second integration of zero, from $0$ to $x$, then gives the potential itself.

Now multiply the ramp formula by $\rho/2$ and integrate:
$$\frac12\int_0^L\rho\varphi\,dx=\frac12\int_0^L\rho\psi\,dx-\frac{2\pi m}{L}\int_0^L x\rho\,dx+\frac{\varphi(0)-\psi(0)}{2}\int_0^L\rho\,dx .$$
The middle integral is $m$ and the last one is zero, which leaves the isolated energy minus $2\pi m^2/L$. In `energy_shift`, `hint` rewrites the integrand by the ramp formula. The statements `i1`, `i2`, `i12` and `i3` supply the integrability needed to split the integral, and the two parts of `cell_moments` evaluate the moments.

For two cells, write $E_\infty$ for the isolated energy. It does not depend on the cell, because $\rho\psi$ vanishes beyond $d$; this is the statement `e` in the last proof. Multiplying each energy by its cell length gives
$$L_1E_1=L_1E_\infty-2\pi m^2,\qquad L_2E_2=L_2E_\infty-2\pi m^2 .$$
The dipole term is the same in both lines, so subtraction leaves $L_2E_2-L_1E_1=(L_2-L_1)E_\infty$. Division by $L_2-L_1\neq0$ gives the extrapolation formula. The statements `a₁` and `a₂` cancel the cell length in the dipole term, and `linear_combination a₁ - a₂` performs the subtraction.

## The potential step across the isolated slab

The identity that gave the vacuum slope also gives the potential step of the isolated slab. Integrate $(x\psi'-\psi)'=-4\pi x\rho$ over $[0,L]$ and use $\psi'(L)=0$:
$$\psi(L)-\psi(0)=4\pi m .$$
Since $\psi$ is flat on each side, this is the difference between the two vacuum levels of the electrostatic potential. In the periodic cell the same dipole appears as a slope, because the ramp lowers the potential by exactly $4\pi m$ over the length $L$ and so cancels the step.
